# A finite acyclic skeleton has at most one Kekulé structure

Benzene can be drawn with its three double bonds in two ways. For butadiene, a chain of four carbon atoms, only one drawing gives every atom exactly one double bond: the two end bonds are double and the middle one is single. Does a branched skeleton of any size behave like butadiene as long as it has no ring? It does, in the sense that it never has two such drawings, though it may have none.

```lean
import Mathlib

open SimpleGraph

namespace AcyclicKekule

variable {V : Type*} {G : SimpleGraph V}
```

The type `V` is the set of atoms, with hydrogen and saturated carbon left out, and the simple graph `G` is their σ skeleton: `G.Adj v w` says that atoms $v$ and $w$ are bonded. Nothing is finite yet; theorems that need finiteness say so with `[Finite V]`.

A Kekulé structure is a subgraph `M` of `G` with the property `M.IsPerfectMatching`: for every atom $v$ there is exactly one atom $w$ with `M.Adj v w`. The edges of `M` are the double bonds. Physically, each atom contributes one π electron and pairs it with that of one neighbour. An atom whose π electron stays unpaired, an atom whose p orbital is empty or holds a lone pair, and an atom with two double bonds don't fit this condition, and the model contains no energies or geometry.

## Bonds on which two structures disagree

```lean
/-- The graph of all bonds that are double in exactly one of the two structures `M` and `N`. -/
def differenceGraph (M N : G.Subgraph) : SimpleGraph V :=
  (M.spanningCoe \ N.spanningCoe) ⊔ (N.spanningCoe \ M.spanningCoe)
```

Given structures $M$ and $N$, the difference graph $D$ keeps the bonds of $M$ that are not in $N$, together with those of $N$ that are not in $M$. The symbol `\` removes edges and `⊔` unites two graphs. `spanningCoe` turns a subgraph into a graph on all the atoms.

```lean
/-- Two atoms are joined in the difference graph exactly when their bond is double in one
structure and not in the other. -/
theorem differenceGraph_adj (M N : G.Subgraph) (v w : V) :
    (differenceGraph M N).Adj v w ↔
      (M.Adj v w ∧ ¬ N.Adj v w) ∨ (N.Adj v w ∧ ¬ M.Adj v w) := by
  simp only [differenceGraph, sup_adj, sdiff_adj, Subgraph.spanningCoe_adj]
```

This theorem spells out the definition for a single pair of atoms. The tactic `simp only` unfolds it using the listed facts.

```lean
/-- In the difference graph of two Kekulé structures the neighbour set of every atom has `ncard` 0
or 2. -/
theorem differenceGraph_degree {M N : G.Subgraph} (hM : M.IsPerfectMatching)
    (hN : N.IsPerfectMatching) (v : V) :
    ((differenceGraph M N).neighborSet v).ncard = 0 ∨
      ((differenceGraph M N).neighborSet v).ncard = 2 := by
  obtain ⟨a, ha, ha'⟩ := Subgraph.isPerfectMatching_iff.1 hM v
  obtain ⟨b, hb, hb'⟩ := Subgraph.isPerfectMatching_iff.1 hN v
  have hMa : ∀ x, M.Adj v x ↔ x = a := fun x => ⟨ha' x, fun h => h ▸ ha⟩
  have hNb : ∀ x, N.Adj v x ↔ x = b := fun x => ⟨hb' x, fun h => h ▸ hb⟩
  by_cases hab : a = b
  · left
    have h : (differenceGraph M N).neighborSet v = ∅ := by
      ext x
      simp [mem_neighborSet, differenceGraph_adj, hMa, hNb, hab]
    rw [h, Set.ncard_empty]
  · right
    have h : (differenceGraph M N).neighborSet v = {a, b} := by
      ext x
      rw [mem_neighborSet, differenceGraph_adj, hMa, hNb, Set.mem_insert_iff,
        Set.mem_singleton_iff]
      constructor
      · rintro (h | h)
        · exact Or.inl h.1
        · exact Or.inr h.1
      · rintro (h | h)
        · exact Or.inl ⟨h, fun h' => hab (h.symm.trans h')⟩
        · exact Or.inr ⟨h, fun h' => hab (h'.symm.trans h)⟩
    rw [h, Set.ncard_pair hab]
```

`neighborSet v` is the set of neighbours of $v$, and `ncard` counts it, with the value 0 assigned to an infinite set as well. The argument shows that here the value 0 does mean no neighbour. By hand, let $a$ be the partner of $v$ in $M$ and $b$ its partner in $N$.

- If $a=b$, both structures agree at $v$, and $v$ has no neighbour in $D$.
- If $a\neq b$, the bond $va$ is only in $M$ and $vb$ is only in $N$, so the neighbours of $v$ in $D$ are exactly $a$ and $b$.

In the proof, `obtain` names the two partners and `by_cases hab : a = b` separates the two cases. For the two drawings of benzene, the second case holds at every atom and $D$ is the whole ring.

## A finite graph with an edge but no endpoint has a cycle

```lean
/-- A finite graph that has an edge but no vertex of degree one contains a cycle. -/
theorem exists_cycle_of_no_endpoint [Finite V] (H : SimpleGraph V)
    (hdeg : ∀ v, (H.neighborSet v).ncard ≠ 1) {a b : V} (hab : H.Adj a b) :
    ∃ v, ∃ c : H.Walk v v, c.IsCycle := by
  classical
  by_contra hno
  have hH : H.IsAcyclic := fun v c hc => hno ⟨v, c, hc⟩
  -- without a cycle, there would be paths of every positive length
  have long : ∀ n : ℕ, ∃ u v, ∃ p : H.Walk u v, p.IsPath ∧ p.length = n + 1 := by
    intro n
    induction n with
    | zero => exact ⟨a, b, Walk.cons hab Walk.nil, by simp [hab.ne], by simp⟩
    | succ n ih =>
      obtain ⟨u, v, p, hp, hlen⟩ := ih
      cases p with
      | nil => simp at hlen
      | @cons _ x _ h q =>
        obtain ⟨w, hw, hwx⟩ : ∃ w, H.Adj u w ∧ w ≠ x := by
          by_contra hcon
          push Not at hcon
          apply hdeg u
          have hs : H.neighborSet u = {x} := by
            ext y
            exact ⟨fun hy => hcon y hy, fun hy => by
              rw [Set.mem_singleton_iff.1 hy]; exact h⟩
          rw [hs, Set.ncard_singleton]
        by_cases hmem : w ∈ (Walk.cons h q).support
        · -- a return to the path would give two paths from `u` to `w`
          exfalso
          have hwq : w ∈ q.support := by
            rw [Walk.support_cons, List.mem_cons] at hmem
            exact hmem.resolve_left hw.ne'
          have hq := (Walk.cons_isPath_iff h q).1 hp
          have hu : u ∉ (q.takeUntil w hwq).support := by
            intro h'
            have h2 : u ∈ ((q.takeUntil w hwq).append (q.dropUntil w hwq)).support :=
              (Walk.mem_support_append_iff _ _).2 (Or.inl h')
            rw [q.take_spec hwq] at h2
            exact hq.2 h2
          have h1 : (Walk.cons h (q.takeUntil w hwq)).IsPath :=
            (Walk.cons_isPath_iff _ _).2 ⟨hq.1.takeUntil hwq, hu⟩
          have h2 : (Walk.cons hw Walk.nil).IsPath := by simp [hw.ne]
          have heq := congrArg (fun r : H.Path u w => r.1.length)
            ((hH.subsingleton_path u w).allEq ⟨_, h1⟩ ⟨_, h2⟩)
          simp only [Walk.length_cons, Walk.length_nil] at heq
          exact hwx (Walk.eq_of_length_eq_zero (p := q.takeUntil w hwq) (by omega)).symm
        · exact ⟨w, v, Walk.cons hw.symm (Walk.cons h q),
            (Walk.cons_isPath_iff _ _).2 ⟨hp, hmem⟩, by rw [Walk.length_cons, hlen]⟩
  have := Fintype.ofFinite V
  obtain ⟨u, v, p, hp, hlen⟩ := long (Fintype.card V)
  have := hp.length_lt
  omega
```

The hypotheses are a finite graph $H$, no vertex of degree one, and at least one edge $ab$. The conclusion is a closed walk `c` that is a cycle.

Suppose there is no cycle. Then any two vertices are joined by at most one path. The statement `long` says that $H$ nevertheless has a path of length $n+1$ for every $n$, and it is proved by induction.

1. For $n=0$, the edge $ab$ is a path of length 1.
2. Take a path $u,x,\dots,v$ of length $n+1$. Since $u$ has the neighbour $x$ and its degree is not one, it has another neighbour $w\neq x$.
3. If $w$ were already on the path, the piece $u,x,\dots,w$ and the single edge $uw$ would be two paths from $u$ to $w$. Uniqueness gives them equal length, so the part from $x$ to $w$ has length 0 and $w=x$, a contradiction.
4. So $w$ is new, and $w,u,x,\dots,v$ is a path of length $n+2$.

A path in a graph with $|V|$ vertices has fewer than $|V|$ edges, so taking $n=|V|$ gives a contradiction. In the code, `takeUntil` cuts out the piece of the path that ends at $w$, and `omega` settles the arithmetic of lengths.

## Uniqueness without rings

```lean
/-- The difference graph of two distinct Kekulé structures of a finite skeleton contains a
cycle. -/
theorem exists_cycle_of_ne [Finite V] {M N : G.Subgraph} (hM : M.IsPerfectMatching)
    (hN : N.IsPerfectMatching) (hne : M ≠ N) :
    ∃ v, ∃ c : (differenceGraph M N).Walk v v, c.IsCycle := by
  obtain ⟨a, b, hab⟩ : ∃ a b, (differenceGraph M N).Adj a b := by
    by_contra hcon
    push Not at hcon
    apply hne
    apply Subgraph.ext
    · ext v
      exact iff_of_true (hM.2 v) (hN.2 v)
    · ext v w
      have := hcon v w
      rw [differenceGraph_adj] at this
      tauto
  refine exists_cycle_of_no_endpoint _ (fun v => ?_) hab
  have := differenceGraph_degree hM hN v
  omega
```

If $M\neq N$, then $D$ has an edge. Otherwise the structures would have the same double bonds, and since both contain every atom they would be equal as subgraphs. Every degree in $D$ is 0 or 2, hence never 1, so the previous theorem supplies a cycle.

```lean
/-- A finite acyclic skeleton has at most one Kekulé structure. -/
theorem kekule_unique [Finite V] (hG : G.IsAcyclic) {M N : G.Subgraph}
    (hM : M.IsPerfectMatching) (hN : N.IsPerfectMatching) : M = N := by
  by_contra hne
  obtain ⟨v, c, hc⟩ := exists_cycle_of_ne hM hN hne
  -- the cycle of disputed bonds is a cycle of the skeleton
  have hle : differenceGraph M N ≤ G := by
    intro x y h
    rcases (differenceGraph_adj M N x y).1 h with h | h
    · exact M.adj_sub h.1
    · exact N.adj_sub h.1
  exact hG (c.mapLe hle) (hc.mapLe hle)
```

This is the main result. The hypothesis `hG : G.IsAcyclic` says that the skeleton has no cycle, and the conclusion is `M = N`. Every edge of $D$ is a double bond of $M$ or of $N$, and therefore a bond of $G$. This is the inclusion `hle`. The cycle found in $D$ is thus also a cycle of $G$, which contradicts `hG`.

The skeleton need not be connected, and existence is not claimed. The smallest skeleton with a double bond is ethene, two atoms and one bond, where the only Kekulé structure is that bond.

In a valence-bond basis restricted to Kekulé structures, a finite acyclic skeleton therefore supplies at most one basis state, which leaves no resonance within that basis.

## Finding the double bonds by counting atoms

```lean
/-- The atoms still connected to `u` after the bond `uv` has been cut. -/
def fragment (G : SimpleGraph V) (u v : V) : Set V :=
  {x | (G.deleteEdges {s(u, v)}).Reachable u x}
```

Cut the bond $uv$ and collect all atoms that can still be reached from $u$. Call this set $F$; it includes $u$ itself.

```lean
/-- A finite set of atoms that a partner map divides into pairs has an even number of atoms. -/
theorem even_of_paired [Finite V] (S : Set V) (f : V → V) (hS : ∀ x ∈ S, f x ∈ S)
    (hinv : ∀ x, f (f x) = x) (hfix : ∀ x, f x ≠ x) : Even S.ncard := by
  rw [Set.ncard_eq_toFinset_card S S.toFinite, even_iff_two_dvd,
    ← ZMod.natCast_eq_zero_iff]
  have h : ∑ x ∈ S.toFinite.toFinset, (1 : ZMod 2) = 0 :=
    Finset.sum_involution (fun x _ => f x) (fun _ _ => by decide) (fun x _ _ => hfix x)
      (fun x hx => (Set.Finite.mem_toFinset _).2 (hS x ((Set.Finite.mem_toFinset _).1 hx)))
      (fun x _ => hinv x)
  simpa using h
```

Let $f$ be a map that sends each atom to a different one and returns it when applied twice. If $f$ maps $S$ into itself, then $S$ splits into pairs $\{x,f(x)\}$ and $|S|$ is even. Lean expresses this by adding a 1 for every atom of $S$ in arithmetic modulo 2, where each pair contributes $1+1=0$.

```lean
/-- In a Kekulé structure of a finite acyclic skeleton, the bond `uv` is double exactly when
cutting it leaves `u` in a fragment with an odd number of atoms. -/
theorem double_iff_odd_fragment [Finite V] (hG : G.IsAcyclic) {M : G.Subgraph}
    (hM : M.IsPerfectMatching) {u v : V} (huv : G.Adj u v) :
    M.Adj u v ↔ Odd (fragment G u v).ncard := by
  classical
  choose f hf hf' using Subgraph.isPerfectMatching_iff.1 hM
  have hadj : ∀ x, M.Adj x (f x) := hf
  have huniq : ∀ x y, M.Adj x y → y = f x := hf'
  have hinv : ∀ x, f (f x) = x := fun x => (huniq _ _ (hadj x).symm).symm
  have hfix : ∀ x, f x ≠ x := fun x => (M.adj_sub (hadj x)).ne'
  -- a double bond other than `uv` with one atom in the fragment has both atoms there
  have hstep : ∀ x ∈ fragment G u v, s(x, f x) ≠ s(u, v) → f x ∈ fragment G u v := by
    intro x hx hne
    have h : (G.deleteEdges {s(u, v)}).Adj x (f x) :=
      deleteEdges_adj.2 ⟨M.adj_sub (hadj x), fun h => hne (Set.mem_singleton_iff.1 h)⟩
    exact Reachable.trans hx h.reachable
  constructor
  · intro hd
    -- cutting `uv` separates `v` from `u`, because paths in `G` are unique
    have hv : v ∉ fragment G u v := by
      rintro ⟨p⟩
      have hle : G.deleteEdges {s(u, v)} ≤ G := deleteEdges_le _
      have h2 : (Walk.cons huv Walk.nil).IsPath := by simp [huv.ne]
      have heq := congrArg (fun r : G.Path u v => r.1.length)
        ((hG.subsingleton_path u v).allEq ⟨_, p.toPath.2.mapLe hle⟩ ⟨_, h2⟩)
      have hlen : p.toPath.1.length = 1 := by simpa using heq
      exact (deleteEdges_adj.1 (Walk.adj_of_length_eq_one hlen)).2 rfl
    have hu : u ∈ fragment G u v := Reachable.refl u
    have heven : Even (fragment G u v \ {u}).ncard := by
      refine even_of_paired _ f (fun x hx => ⟨hstep x hx.1 ?_, ?_⟩) hinv hfix
      · intro h
        rcases Sym2.eq_iff.1 h with h | h
        · exact hx.2 h.1
        · exact hv (h.1 ▸ hx.1)
      · intro h
        have h1 : f x = u := h
        have h2 : x = v := by rw [← hinv x, h1, ← huniq u v hd]
        exact hv (h2 ▸ hx.1)
    rw [← Set.ncard_sdiff_singleton_add_one hu (Set.toFinite _)]
    exact heven.add_one
  · intro hodd
    by_contra hd
    refine Nat.not_even_iff_odd.2 hodd (even_of_paired _ f (fun x hx => hstep x hx ?_) hinv hfix)
    intro h
    rcases Sym2.eq_iff.1 h with h | h
    · exact hd (h.1 ▸ h.2 ▸ hadj x)
    · exact hd (h.1 ▸ h.2 ▸ (hadj x).symm)
```

Suppose a finite acyclic skeleton has a Kekulé structure $M$. For each bond $uv$ of the skeleton, the theorem states

$$uv \text{ is double in } M \iff |F| \text{ is odd}.$$

Let $f(x)$ be the partner of $x$ in $M$; `choose` extracts this map from the matching. The step `hstep` says that if $x$ lies in $F$ and its double bond is not $uv$, then $f(x)$ lies in $F$ too, because that bond has not been cut.

**If $uv$ is double**, then $v$ is not in $F$: a path from $u$ to $v$ that avoids the bond would be a second path in $G$ besides the bond itself. Take any $x$ in $F$ other than $u$. Its double bond is not $uv$, so $f(x)$ is in $F$. Moreover $f(x)\neq u$, since the partner of $u$ is $v$, which is outside $F$. Hence $f$ pairs up the atoms of $F$ without $u$, their number is even, and $|F|$ is odd.

**If $uv$ is not double**, no double bond is cut. Then $f$ pairs up all of $F$, and $|F|$ is even.

In butadiene, numbered 1 to 4 along the chain, cutting bond 12 leaves atom 1 alone, so the bond is double. Cutting bond 23 leaves atoms 1 and 2 together, so that bond is single.

The rule is easily misapplied to a skeleton that has no Kekulé structure. In trimethylenemethane, a central carbon bonded to three others, every cut leaves fragments of 1 and 3 atoms. Read without the hypothesis `hM`, the rule would put three double bonds on the central atom. An odd count identifies a double bond only if the skeleton has a Kekulé structure. This can be checked afterwards: the bonds found must meet every atom exactly once.

## Two structures on the six-membered ring

```lean
/-- The set of double bonds that joins every atom `v` to its partner `f v`. -/
def ofPartner (G : SimpleGraph V) (f : V → V) (hadj : ∀ v, G.Adj v (f v))
    (hinv : ∀ v, f (f v) = v) : G.Subgraph where
  verts := Set.univ
  Adj v w := f v = w
  adj_sub := by
    intro v w h
    exact h ▸ hadj v
  edge_vert := fun _ => Set.mem_univ _
  symm := ⟨fun v w h => by
    have h' : f v = w := h
    show f w = v
    rw [← h', hinv]⟩
```

This definition builds a set of double bonds from a partner map `f`. The hypotheses require that each atom is bonded to its partner and that the partner's partner is the atom itself.

```lean
/-- The six-membered ring has two distinct Kekulé structures. -/
theorem hexagon_two_kekule :
    ∃ M N : (cycleGraph 6).Subgraph, M.IsPerfectMatching ∧ N.IsPerfectMatching ∧ M ≠ N := by
  refine ⟨ofPartner _ ![1, 0, 3, 2, 5, 4] (by decide) (by decide),
    ofPartner _ ![5, 2, 1, 4, 3, 0] (by decide) (by decide),
    Subgraph.isPerfectMatching_iff.2 fun v => ⟨_, rfl, fun _ h => Eq.symm h⟩,
    Subgraph.isPerfectMatching_iff.2 fun v => ⟨_, rfl, fun _ h => Eq.symm h⟩, ?_⟩
  intro h
  -- atom 0 is paired with atom 1 in the first structure and with atom 5 in the second
  have h01 := congrArg (fun K : (cycleGraph 6).Subgraph => K.Adj 0 1) h
  have h5 : (![5, 2, 1, 4, 3, 0] : Fin 6 → Fin 6) 0 = 1 := h01.mp rfl
  exact absurd h5 (by decide)

end AcyclicKekule
```

`cycleGraph 6` is the ring with atoms 0 to 5. The list `![1, 0, 3, 2, 5, 4]` gives the partners of atoms 0 to 5 in turn, so the first structure has double bonds 01, 23 and 45. The second has 05, 12 and 34. The tactic `decide` checks the conditions on the partner maps by going through all six atoms. The structures differ because bond 01 is double in the first only: in the second, atom 0 has partner 5. Uniqueness thus fails for this ring, and so does the parity rule, since cutting one ring bond leaves all six atoms connected, an even number, whether the bond was double or not.

```lean
#print axioms AcyclicKekule.kekule_unique
-- 'AcyclicKekule.kekule_unique' depends on axioms: [propext, Classical.choice, Quot.sound]
#print axioms AcyclicKekule.double_iff_odd_fragment
-- 'AcyclicKekule.double_iff_odd_fragment' depends on axioms: [propext, Classical.choice, Quot.sound]
#print axioms AcyclicKekule.hexagon_two_kekule
-- 'AcyclicKekule.hexagon_two_kekule' depends on axioms: [propext, Classical.choice, Quot.sound]
```
